# The critical current of two parallel junctions is the sum of their separate critical currents exactly at integer flux quanta

Two parallel junctions with positive critical currents I₁ and I₂ form a loop threaded by a flux Φ, which sets a phase offset θ = 2πΦ/Φ₀, with Φ₀ nonzero. The critical current of the pair is defined by the interference formula √(I₁² + I₂² + 2I₁I₂ cos θ), which is taken as given and not derived. The theorem says that this equals I₁ + I₂ if and only if Φ is an integer multiple of Φ₀. The attempt first uses an earlier lemma to replace the flux condition by cos θ = 1, then works with the squared critical current: one direction cancels the factor I₁I₂, the other compares the squares of two nonnegative numbers.

In Lean, a first try:

```lean
import Mathlib

open Real

namespace TwoJunctionSquid

noncomputable section

/-- The interference formula for the critical current of two parallel junctions
with phase offset `θ`. -/
def criticalCurrent (I₁ I₂ θ : ℝ) : ℝ := √(I₁ ^ 2 + I₂ ^ 2 + 2 * I₁ * I₂ * cos θ)

/-- Phase offset produced by a flux `Φ` through the loop, for a flux quantum `Φ₀ ≠ 0`. -/
def fluxPhase (Φ₀ Φ : ℝ) : ℝ := 2 * π * Φ / Φ₀

/-- The square of the critical current is the sum of the squared junction currents and
the interference term. -/
theorem criticalCurrent_sq (I₁ I₂ θ : ℝ) :
    criticalCurrent I₁ I₂ θ ^ 2 = I₁ ^ 2 + I₂ ^ 2 + 2 * I₁ * I₂ * cos θ := by
  refine Real.sq_sqrt ?_
  have e : I₁ ^ 2 + I₂ ^ 2 + 2 * I₁ * I₂ * cos θ
      = (I₁ + I₂ * cos θ) ^ 2 + (I₂ * sin θ) ^ 2 := by
    linear_combination (-I₂ ^ 2) * Real.sin_sq_add_cos_sq θ
  rw [e]
  positivity

/-- The phase offset has cosine one exactly when the flux is an integer number of
flux quanta. -/
theorem cos_fluxPhase_eq_one_iff {Φ₀ : ℝ} (h₀ : Φ₀ ≠ 0) (Φ : ℝ) :
    cos (fluxPhase Φ₀ Φ) = 1 ↔ ∃ n : ℤ, Φ = n * Φ₀ := by
  have e : fluxPhase Φ₀ Φ = Φ / Φ₀ * (2 * π) := by
    rw [fluxPhase]
    ring
  rw [Real.cos_eq_one_iff]
  refine exists_congr fun n => ?_
  rw [e, mul_left_inj' Real.two_pi_pos.ne', eq_div_iff h₀]
  exact eq_comm

/-- With two working junctions, the critical current equals `I₁ + I₂` exactly at integer
multiples of the flux quantum. -/
theorem criticalCurrent_eq_add_iff {I₁ I₂ Φ₀ : ℝ} (h₁ : 0 < I₁) (h₂ : 0 < I₂)
    (h₀ : Φ₀ ≠ 0) (Φ : ℝ) :
    criticalCurrent I₁ I₂ (fluxPhase Φ₀ Φ) = I₁ + I₂ ↔ ∃ n : ℤ, Φ = n * Φ₀ := by
  rw [← cos_fluxPhase_eq_one_iff h₀]
  have hsq := criticalCurrent_sq I₁ I₂ (fluxPhase Φ₀ Φ)
  constructor
  · intro h
    rw [h] at hsq
    refine mul_left_cancel₀ (mul_pos h₁ h₂).ne' ?_
    linarith
  · intro h
    rw [h] at hsq
    refine (sq_eq_sq₀ (Real.sqrt_nonneg _) (add_pos h₁ h₂).le).mp ?_
    linarith

end

end TwoJunctionSquid
```

Compiling this gives:

```
Main.lean:54:4: error: linarith failed to find a contradiction
case mpr.h1
I₁ I₂ Φ₀ : ℝ
h₁ : 0 < I₁
h₂ : 0 < I₂
h₀ : Φ₀ ≠ 0
Φ : ℝ
hsq : criticalCurrent I₁ I₂ (fluxPhase Φ₀ Φ) ^ 2 = I₁ ^ 2 + I₂ ^ 2 + 2 * I₁ * I₂ * 1
h : cos (fluxPhase Φ₀ Φ) = 1
a✝ : √(I₁ ^ 2 + I₂ ^ 2 + 2 * I₁ * I₂ * cos (fluxPhase Φ₀ Φ)) ^ 2 < (I₁ + I₂) ^ 2
⊢ False
failed
```

What went wrong. The error is in the direction that starts from cos θ = 1. There `linarith` has to prove that two squares are equal, and it fails on the first of the two inequalities this requires.

The hypothesis `hsq` gives the value of `criticalCurrent I₁ I₂ (fluxPhase Φ₀ Φ) ^ 2`, but the negated goal `a✝` speaks of the square of an explicit root, `√(...)`. The root came from `Real.sqrt_nonneg _`, which made `sq_eq_sq₀` speak of a square root. Lean accepted this against the goal by unfolding `criticalCurrent`. `linarith` does not unfold that definition, so it treats the two expressions as unrelated quantities and cannot use `hsq` to evaluate the square in the goal.

The repair states the nonnegativity fact as `hn`, with `criticalCurrent` in its type. `Real.sqrt_nonneg _` still proves it, since Lean unfolds the definition for that check. Given `hn`, `sq_eq_sq₀` leaves a goal about `criticalCurrent ... ^ 2`, the same expression as in `hsq`, and the unchanged `linarith` closes it.

Fix (accepted with no message):

```diff
@@ -51,5 +51,6 @@
   · intro h
     rw [h] at hsq
-    refine (sq_eq_sq₀ (Real.sqrt_nonneg _) (add_pos h₁ h₂).le).mp ?_
+    have hn : 0 ≤ criticalCurrent I₁ I₂ (fluxPhase Φ₀ Φ) := Real.sqrt_nonneg _
+    refine (sq_eq_sq₀ hn (add_pos h₁ h₂).le).mp ?_
     linarith
 
```
